# A quadratic energy that vanishes on every projector has no coupling between orbitals on diagonal occupation matrices

The energy of a real occupation matrix `n` over finitely many orbitals is taken to be `L n + B n n`, with `L` linear and `B` bilinear, and it is assumed to vanish whenever `n` is a projector, that is, symmetric and idempotent. The theorem `energy_diagonal` says that on a diagonal matrix with any real entries xᵢ this energy is the sum of L(Pᵢ)(xᵢ − xᵢ²), where Pᵢ is the matrix with orbital i filled once and the others empty. So each orbital contributes on its own, and no products of different occupations remain. The attempt expands the quadratic part as a double sum and adds it to a copy with the indices swapped, so that the couplings between different orbitals cancel, and leaves the last step to `linarith`.

This version doesn't compile in Lean 4 with Mathlib:

```lean
import Mathlib

open Matrix

namespace EnergyDiagonal

noncomputable section

variable {m : Type*} [Fintype m] [DecidableEq m]

/-- A projector is a symmetric idempotent occupation matrix. -/
def IsProjector (n : Matrix m m ℝ) : Prop := nᵀ = n ∧ n * n = n

/-- A general energy with a linear part `L` and a quadratic part `B`. -/
def quadraticEnergy (L : Matrix m m ℝ →ₗ[ℝ] ℝ)
    (B : Matrix m m ℝ →ₗ[ℝ] Matrix m m ℝ →ₗ[ℝ] ℝ) (n : Matrix m m ℝ) : ℝ :=
  L n + B n n

/-- The energy vanishes on every projector. -/
def VanishesOnProjectors (E : Matrix m m ℝ → ℝ) : Prop := ∀ n, IsProjector n → E n = 0

/-- The occupation matrix with one electron in orbital `i`. -/
def orbital (i : m) : Matrix m m ℝ := diagonal fun k => if k = i then 1 else 0

/-- Filling one orbital, or two different orbitals, gives a projector. -/
theorem orbital_isProjector (i : m) :
    IsProjector (orbital i) ∧ ∀ j, i ≠ j → IsProjector (orbital i + orbital j) := by
  have hs : ∀ k : m, orbital k * orbital k = orbital k := by
    intro k
    simp [orbital, diagonal_mul_diagonal]
  have hne : ∀ k l : m, k ≠ l → orbital k * orbital l = 0 := by
    intro k l h
    ext p q
    by_cases hp : p = k <;> simp [orbital, diagonal_apply, hp]
    intro hq hk
    exact h (hk.trans hq)
  refine ⟨⟨by simp [orbital], hs i⟩, fun j h => ⟨by simp [orbital], ?_⟩⟩
  rw [add_mul, mul_add, mul_add, hs, hs, hne i j h, hne j i h.symm, add_zero, zero_add]

/-- A quadratic energy that vanishes on every projector is, on diagonal occupation
matrices, a sum of separate terms `Lᵢ (xᵢ - xᵢ²)`. -/
theorem energy_diagonal (L : Matrix m m ℝ →ₗ[ℝ] ℝ)
    (B : Matrix m m ℝ →ₗ[ℝ] Matrix m m ℝ →ₗ[ℝ] ℝ)
    (hP : VanishesOnProjectors (quadraticEnergy L B)) (x : m → ℝ) :
    quadraticEnergy L B (diagonal x) = ∑ i, L (orbital i) * (x i - x i ^ 2) := by
  have h1 : ∀ i, L (orbital i) + B (orbital i) (orbital i) = 0 :=
    fun i => hP _ (orbital_isProjector i).1
  have h2 : ∀ i j, i ≠ j → B (orbital i) (orbital j) + B (orbital j) (orbital i) = 0 := by
    intro i j hij
    have h := hP _ ((orbital_isProjector i).2 j hij)
    simp only [quadraticEnergy, map_add, LinearMap.add_apply] at h
    linarith [h1 i, h1 j]
  have hx : diagonal x = ∑ i, x i • orbital i := by
    ext k l
    by_cases hkl : k = l
    · subst hkl
      simp [orbital, Matrix.sum_apply]
    · simp [orbital, Matrix.sum_apply, hkl]
  have hL : L (diagonal x) = ∑ i, x i * L (orbital i) := by
    rw [hx]
    simp [map_sum]
  have hB : ∀ y, B (diagonal x) y = ∑ i, x i * B (orbital i) y := by
    intro y
    rw [hx]
    simp [map_sum, LinearMap.sum_apply]
  have hB' : ∀ i, B (orbital i) (diagonal x) = ∑ j, x j * B (orbital i) (orbital j) := by
    intro i
    rw [hx]
    simp [map_sum]
  have hc : ∑ i, ∑ j, x i * (x j * B (orbital i) (orbital j)) =
      ∑ i, ∑ j, x j * (x i * B (orbital j) (orbital i)) := Finset.sum_comm
  -- the off-diagonal couplings cancel in pairs
  have hs : ∑ i, ∑ j, x i * (x j * B (orbital i) (orbital j)) +
      ∑ i, ∑ j, x j * (x i * B (orbital j) (orbital i)) =
      ∑ i, 2 * (x i ^ 2 * -L (orbital i)) := by
    rw [← Finset.sum_add_distrib]
    refine Finset.sum_congr rfl fun i _ => ?_
    rw [← Finset.sum_add_distrib, Finset.sum_eq_single i]
    · linear_combination 2 * x i ^ 2 * h1 i
    · intro j _ hj
      linear_combination x i * x j * h2 i j hj.symm
    · simp
  have hf : ∑ i, L (orbital i) * (x i - x i ^ 2) =
      ∑ i, x i * L (orbital i) + 1 / 2 * ∑ i, 2 * (x i ^ 2 * -L (orbital i)) := by
    rw [Finset.mul_sum, ← Finset.sum_add_distrib]
    refine Finset.sum_congr rfl fun i _ => ?_
    ring
  rw [quadraticEnergy, hL, hB]
  simp only [hB', Finset.mul_sum] at *
  linarith

end

end EnergyDiagonal
```

Messages:

```
Main.lean:90:2: error: linarith failed to find a contradiction
case h1
m : Type u_1
inst✝¹ : Fintype m
inst✝ : DecidableEq m
L : Matrix m m ℝ →ₗ[ℝ] ℝ
B : Matrix m m ℝ →ₗ[ℝ] Matrix m m ℝ →ₗ[ℝ] ℝ
hP : VanishesOnProjectors (quadraticEnergy L B)
x : m → ℝ
h1 : ∀ (i : m), L (orbital i) + (B (orbital i)) (orbital i) = 0
h2 : ∀ (i j : m), i ≠ j → (B (orbital i)) (orbital j) + (B (orbital j)) (orbital i) = 0
hx : diagonal x = ∑ i, x i • orbital i
hL : L (diagonal x) = ∑ i, x i * L (orbital i)
hB : ∀ (y : Matrix m m ℝ), (B (diagonal x)) y = ∑ i, x i * (B (orbital i)) y
hc : ∑ i, ∑ j, x i * (x j * (B (orbital i)) (orbital j)) = ∑ i, ∑ j, x j * (x i * (B (orbital j)) (orbital i))
hs :
  ∑ i, ∑ j, x i * (x j * (B (orbital i)) (orbital j)) + ∑ i, ∑ j, x j * (x i * (B (orbital j)) (orbital i)) =
    ∑ i, 2 * (x i ^ 2 * -L (orbital i))
hB' : ∀ (i : m), True
hf : ∑ i, L (orbital i) * (x i - x i ^ 2) = ∑ i, x i * L (orbital i) + ∑ i, 1 / 2 * (2 * (x i ^ 2 * -L (orbital i)))
a✝ :
  ∑ i, x i * L (orbital i) + ∑ x_1, ∑ i, x x_1 * (x i * (B (orbital x_1)) (orbital i)) <
    ∑ i, L (orbital i) * (x i - x i ^ 2)
⊢ False
failed
```

Fix (accepted with no message):

```diff
@@ -57,36 +57,24 @@
       simp [orbital, Matrix.sum_apply]
     · simp [orbital, Matrix.sum_apply, hkl]
-  have hL : L (diagonal x) = ∑ i, x i * L (orbital i) := by
-    rw [hx]
-    simp [map_sum]
-  have hB : ∀ y, B (diagonal x) y = ∑ i, x i * B (orbital i) y := by
-    intro y
-    rw [hx]
-    simp [map_sum, LinearMap.sum_apply]
-  have hB' : ∀ i, B (orbital i) (diagonal x) = ∑ j, x j * B (orbital i) (orbital j) := by
-    intro i
-    rw [hx]
-    simp [map_sum]
-  have hc : ∑ i, ∑ j, x i * (x j * B (orbital i) (orbital j)) =
-      ∑ i, ∑ j, x j * (x i * B (orbital j) (orbital i)) := Finset.sum_comm
-  -- the off-diagonal couplings cancel in pairs
-  have hs : ∑ i, ∑ j, x i * (x j * B (orbital i) (orbital j)) +
-      ∑ i, ∑ j, x j * (x i * B (orbital j) (orbital i)) =
-      ∑ i, 2 * (x i ^ 2 * -L (orbital i)) := by
-    rw [← Finset.sum_add_distrib]
-    refine Finset.sum_congr rfl fun i _ => ?_
-    rw [← Finset.sum_add_distrib, Finset.sum_eq_single i]
-    · linear_combination 2 * x i ^ 2 * h1 i
-    · intro j _ hj
-      linear_combination x i * x j * h2 i j hj.symm
-    · simp
-  have hf : ∑ i, L (orbital i) * (x i - x i ^ 2) =
-      ∑ i, x i * L (orbital i) + 1 / 2 * ∑ i, 2 * (x i ^ 2 * -L (orbital i)) := by
-    rw [Finset.mul_sum, ← Finset.sum_add_distrib]
-    refine Finset.sum_congr rfl fun i _ => ?_
-    ring
-  rw [quadraticEnergy, hL, hB]
-  simp only [hB', Finset.mul_sum] at *
-  linarith
+  -- add the orbitals one at a time
+  have key : ∀ s : Finset m, quadraticEnergy L B (∑ i ∈ s, x i • orbital i) =
+      ∑ i ∈ s, L (orbital i) * (x i - x i ^ 2) := by
+    intro s
+    induction s using Finset.induction_on with
+    | empty => simp [quadraticEnergy]
+    | insert a s ha ih =>
+      -- the couplings to the orbitals already present cancel in pairs
+      have hc : B (orbital a) (∑ i ∈ s, x i • orbital i) +
+          B (∑ i ∈ s, x i • orbital i) (orbital a) = 0 := by
+        simp only [map_sum, map_smul, LinearMap.sum_apply, LinearMap.smul_apply,
+          smul_eq_mul, ← Finset.sum_add_distrib]
+        refine Finset.sum_eq_zero fun i hi => ?_
+        linear_combination x i * h2 a i (fun h => ha (h ▸ hi))
+      rw [Finset.sum_insert ha, Finset.sum_insert ha, ← ih]
+      simp only [quadraticEnergy, map_add, map_smul, LinearMap.add_apply,
+        LinearMap.smul_apply, smul_eq_mul]
+      linear_combination x a * hc + x a ^ 2 * h1 a
+  rw [hx]
+  exact key Finset.univ
 
 end
```

Cause. The error says that `linarith` could not derive the goal from the hypotheses, though the mathematics in them is enough. The fault is in the line before, where `simp only [hB', Finset.mul_sum] at *` rewrites the hypotheses as well as the goal. In `hf` it moves the factor `1 / 2` inside the sum, giving `∑ i, 1 / 2 * (2 * (x i ^ 2 * -L (orbital i)))`, while `hs` still has `∑ i, 2 * (x i ^ 2 * -L (orbital i))`. `linarith` treats each of these sums as a single unknown and doesn't see that one is half the other, so `hf` and `hs` no longer connect.

The repair replaces everything after `hx` with an induction that adds one orbital at a time. In each step `hc` shows that the new orbital's couplings to those already present cancel, and `h1` lets `B (orbital a) (orbital a)` be replaced by `-L (orbital a)`, which gives the term in `x a ^ 2`. `linear_combination` then closes the step from these two facts, with no factor to match across sums. This is more than the error required, since running the `simp only` on the goal alone would have left `hf` as it was.
